# In a symmetric network with nonnegative cross-relaxation rates, Overhauser peaks alternate in sign with graph distance at short mixing times

In the NOESY spectrum of a small, fast-tumbling molecule, a direct Overhauser peak has the opposite sign to the diagonal. If every Overhauser peak is expected to follow that rule, a cross peak with the sign of the diagonal may be put down to chemical exchange, when it is in fact magnetization relayed through a third spin. The parts below find the sign that a relayed peak has at the start of its build-up, in a model where the two spins have no direct cross-relaxation rate.

## The network and the mixing matrix

Let n be a finite set of spins and R a real matrix indexed by it. The deviations M of the longitudinal magnetizations from equilibrium obey

dM/dt = −R M.

The diagonal entries of R are auto-relaxation rates and the off-diagonal entries are cross-relaxation rates. R is constant in time, and its diagonal is unrestricted throughout.

```lean
import Mathlib

open Filter Topology
open scoped Matrix.Norms.Operator

namespace CrossRelaxationNetwork

variable {n : Type*} [Fintype n] [DecidableEq n]
```

Two distinct spins are joined in the network when R has a nonzero entry between them, in either order. `SimpleGraph.fromRel` takes care of both orders and excludes loops. A walk is a sequence of joined spins, its length is its number of steps, and dist(i, j) is the length of a shortest walk from i to j. Dipolar rates fall off steeply with separation but do not in general vanish, so a network with missing links is a model in which weak direct rates are set to zero. If a weak positive direct rate is kept, the two spins are at distance 1 and their peak starts out negative; a positive relayed contribution can outweigh it only later.

```lean
/-- The cross-relaxation network: two distinct spins are joined when the relaxation matrix
has a nonzero entry between them, in either order. -/
def network (R : Matrix n n ℝ) : SimpleGraph n :=
  SimpleGraph.fromRel (fun i j => R i j ≠ 0)
```

After a mixing time t, the peak between i and j has the amplitude exp(−tR)ᵢⱼ, in units where the diagonal peaks start at 1. In Lean this is `mixing R t i j`.

```lean
/-- The mixing matrix `exp (-tR)`, whose entries are the peak amplitudes after the
mixing time `t`. -/
noncomputable def mixing (R : Matrix n n ℝ) (t : ℝ) : Matrix n n ℝ :=
  NormedSpace.exp (-(t • R))
```

Two hypotheses enter in parts (c), (f) and (g). Symmetry, `R.IsSymm`, says that cross-relaxation runs at the same rate both ways, as between individual like spins. The condition `hR` says that Rᵢⱼ ≥ 0 for i ≠ j, which is the dipolar case for like spins in fast tumbling. Both are assumed here and not derived from a spin Hamiltonian.

## (a) From matrix powers to walks

Show that a nonzero entry of a power of R forces a short walk:

(Rᵏ)ᵢⱼ ≠ 0 ⟹ there is a walk from i to j of length at most k.

**Solution.** Use induction on k. For k = 0, R⁰ is the identity, so i = j and the empty walk will do. For the step, write

(Rᵏ⁺¹)ᵢⱼ = Σₗ Rᵢₗ (Rᵏ)ₗⱼ.

Some term is nonzero, so Rᵢₗ ≠ 0 and (Rᵏ)ₗⱼ ≠ 0 for some l. By induction there is a walk from l to j of length at most k. If l = i, it already serves. Otherwise i and l are joined, and putting that step in front gives length at most k + 1.

In the proof, `Finset.exists_ne_zero_of_sum_ne_zero` picks l, and `by_cases hil` separates the diagonal factor from a real step.

```lean
/-- If the `k`-th power of the relaxation matrix connects two spins, the network contains
a walk of at most `k` steps between them. -/
theorem exists_walk_of_pow_ne_zero (R : Matrix n n ℝ) {k : ℕ} {i j : n}
    (h : (R ^ k) i j ≠ 0) : ∃ p : (network R).Walk i j, p.length ≤ k := by
  induction k generalizing i with
  | zero =>
    have hij : i = j := by
      by_contra hne
      exact h (by simp [hne])
    subst hij
    exact ⟨SimpleGraph.Walk.nil, by simp⟩
  | succ k ih =>
    rw [pow_succ', Matrix.mul_apply] at h
    obtain ⟨l, _, hl⟩ := Finset.exists_ne_zero_of_sum_ne_zero h
    obtain ⟨p, hp⟩ := ih (right_ne_zero_of_mul hl)
    by_cases hil : i = l
    · subst hil
      exact ⟨p, by omega⟩
    · have hadj : (network R).Adj i l :=
        (SimpleGraph.fromRel_adj _ _ _).2 ⟨hil, Or.inl (left_ne_zero_of_mul hl)⟩
      exact ⟨SimpleGraph.Walk.cons hadj p, by rw [SimpleGraph.Walk.length_cons]; omega⟩
```

## (b) Powers below the distance

Show that too few factors of R cannot link two spins:

(Rᵏ)ᵢⱼ = 0 for k < dist(i, j).

**Solution.** If the entry were nonzero, part (a) would give a walk of length at most k, which is shorter than the shortest one. The Lean proof is the same contradiction, closed by `omega`.

```lean
/-- Powers of the relaxation matrix below the graph distance do not connect two spins. -/
theorem pow_eq_zero_of_lt_dist (R : Matrix n n ℝ) {k : ℕ} {i j : n}
    (hk : k < (network R).dist i j) : (R ^ k) i j = 0 := by
  by_contra h
  obtain ⟨p, hp⟩ := exists_walk_of_pow_ne_zero R h
  have := SimpleGraph.dist_le p
  omega
```

## (c) The power equal to the distance

Let R be symmetric with nonnegative off-diagonal entries, and let i and j be connected with dist(i, j) = d. Show that

(Rᵈ)ᵢⱼ > 0.

**Solution.** Use induction on d. For d = 0, connected spins at distance 0 coincide, and the entry is 1. Now let dist(i, j) = d + 1 and expand

(Rᵈ⁺¹)ᵢⱼ = Σₘ Rᵢₘ (Rᵈ)ₘⱼ.

No term is negative. If (Rᵈ)ₘⱼ = 0, the term is zero. Otherwise part (a) gives a walk from m to j of length at most d. This excludes m = i, so the diagonal rate Rᵢᵢ, whatever its sign, does not contribute. If Rᵢₘ = 0, the term is again zero. In the remaining case m is a neighbour of i, and its distance to j cannot be less than d, or i would be closer to j than d + 1. The distance is therefore exactly d, the induction hypothesis gives (Rᵈ)ₘⱼ > 0, and the term is nonnegative.

One term is positive. Let l be the first spin after i on a shortest path. Then dist(l, j) = d, so (Rᵈ)ₗⱼ > 0. Since i and l are joined, Rᵢₗ or Rₗᵢ is nonzero. By symmetry Rᵢₗ ≠ 0, and so Rᵢₗ > 0.

Some restriction on the signs is needed. In a ring of four spins with three rates equal to 1 and one equal to −1, the two shortest paths between opposite spins cancel in R².

In the code, `hlow` is the bound on a neighbour's distance, `hnn` shows that no term is negative, and `Finset.sum_pos'` combines this with the positive term at l. The hypothesis `Reachable` says that i and j are connected. It matters at d = 0, because Mathlib also gives disconnected spins the distance 0.

```lean
/-- For a symmetric relaxation matrix with nonnegative off-diagonal entries, the power equal
to the graph distance has a positive entry between any two connected spins. -/
theorem pow_dist_pos {R : Matrix n n ℝ} (hs : R.IsSymm)
    (hR : ∀ i j, i ≠ j → 0 ≤ R i j) {i j : n} {d : ℕ}
    (hij : (network R).Reachable i j) (hd : (network R).dist i j = d) :
    0 < (R ^ d) i j := by
  induction d generalizing i with
  | zero =>
    have h : i = j := hij.dist_eq_zero_iff.1 hd
    subst h
    simp
  | succ d ih =>
    -- a neighbour of `i` is at most one step closer to `j`
    have hlow : ∀ m, (network R).Adj i m → (network R).Reachable m j →
        d ≤ (network R).dist m j := by
      intro m hm hr
      obtain ⟨w, hw⟩ := hr.exists_walk_length_eq_dist
      have h1 := SimpleGraph.dist_le (SimpleGraph.Walk.cons hm w)
      rw [SimpleGraph.Walk.length_cons] at h1
      omega
    -- no first step contributes negatively
    have hnn : ∀ m ∈ Finset.univ, 0 ≤ R i m * (R ^ d) m j := by
      intro m _
      by_cases hz : (R ^ d) m j = 0
      · simp [hz]
      obtain ⟨w, hw⟩ := exists_walk_of_pow_ne_zero R hz
      have h1 := SimpleGraph.dist_le w
      by_cases him : i = m
      · subst him
        omega
      by_cases hRm : R i m = 0
      · simp [hRm]
      have hadj : (network R).Adj i m :=
        (SimpleGraph.fromRel_adj _ _ _).2 ⟨him, Or.inl hRm⟩
      have h2 := hlow m hadj ⟨w⟩
      exact mul_nonneg (hR i m him) (ih ⟨w⟩ (by omega)).le
    -- the first step of a shortest path contributes positively
    obtain ⟨p, hp⟩ := hij.exists_walk_length_eq_dist
    rw [hd] at hp
    cases p with
    | nil => simp at hp
    | @cons _ l _ h q =>
      rw [SimpleGraph.Walk.length_cons] at hp
      have h1 := SimpleGraph.dist_le q
      have h2 := hlow l h ⟨q⟩
      have hne : R i l ≠ 0 := by
        rcases (SimpleGraph.fromRel_adj _ _ _).1 h with ⟨_, h' | h'⟩
        · exact h'
        · exact fun h0 => h' ((hs.apply i l).trans h0)
      rw [pow_succ', Matrix.mul_apply]
      exact Finset.sum_pos' hnn ⟨l, Finset.mem_univ l,
        mul_pos (lt_of_le_of_ne (hR i l h.ne) hne.symm) (ih ⟨q⟩ (by omega))⟩
```

## (d) A power series for each peak

Show that for every real t

exp(−tR)ᵢⱼ = Σₖ (−t)ᵏ (Rᵏ)ᵢⱼ / k!, with k = 0, 1, 2, …

**Solution.** The exponential series of the finite matrix −tR converges. Reading off one entry is linear and continuous, so it can be applied term by term. `HasSum` states that the series converges and that the peak amplitude is its sum. The proof maps Mathlib's matrix series through the entry function.

```lean
/-- Each peak amplitude is the sum of its power series in the mixing time. -/
theorem mixing_hasSum (R : Matrix n n ℝ) (t : ℝ) (i j : n) :
    HasSum (fun k : ℕ => (-t) ^ k * ((R ^ k) i j / (k.factorial : ℝ)))
      (mixing R t i j) := by
  have h := (NormedSpace.exp_series_hasSum_exp' (𝕂 := ℝ) ((-t) • R)).map
    (AddMonoidHom.mk' (fun M : Matrix n n ℝ => M i j) (fun _ _ => rfl))
    (continuous_id.matrix_elem i j)
  have e : mixing R t = NormedSpace.exp ((-t) • R) := by rw [mixing, neg_smul]
  rw [e]
  convert h using 1
  · funext k
    change _ = ((k.factorial : ℝ)⁻¹ • ((-t) • R) ^ k) i j
    rw [smul_pow, Matrix.smul_apply, Matrix.smul_apply, smul_eq_mul, smul_eq_mul]
    ring
  · rfl
```

## (e) The leading order in the mixing time

Suppose (Rᵏ)ᵢⱼ = 0 for all k < d. Show that, as t → 0⁺,

exp(−tR)ᵢⱼ / tᵈ → (−1)ᵈ (Rᵈ)ᵢⱼ / d!.

**Solution.** Put a(k) = (Rᵏ)ᵢⱼ / k!. The first d terms of the series in (d) vanish, so for t > 0

exp(−tR)ᵢⱼ / tᵈ = (−1)ᵈ Σₖ (−t)ᵏ a(k + d).

For 0 < t < 1 each term is at most |a(k + d)| in size. These bounds have a finite sum, because the series in (d) converges absolutely at t = −1. The limit may therefore be taken term by term. The terms with k ≥ 1 tend to zero, and the term with k = 0 is a(d).

Here `𝓝[>] 0` means that t approaches zero from above. `hlim` is the dominated convergence step, `hz` evaluates the limiting series, and the last block removes the first d terms and matches the powers of t. No symmetry or sign condition is used.

```lean
/-- If all powers of `R` below the `d`-th vanish between two spins, their peak divided by
`t ^ d` tends to `(-1) ^ d (R ^ d) i j / d!` at short mixing time. -/
theorem mixing_leading_order (R : Matrix n n ℝ) {i j : n} {d : ℕ}
    (h0 : ∀ k < d, (R ^ k) i j = 0) :
    Tendsto (fun t : ℝ => mixing R t i j / t ^ d) (𝓝[>] 0)
      (𝓝 ((-1) ^ d * (R ^ d) i j / (d.factorial : ℝ))) := by
  have hsum : Summable fun k : ℕ => (R ^ k) i j / (k.factorial : ℝ) := by
    simpa using (mixing_hasSum R (-1) i j).summable
  have hshift := (summable_nat_add_iff d).2 hsum
  -- the shifted series can be taken to its limit term by term as `t` tends to zero from above
  have hlim : Tendsto
      (fun t : ℝ => ∑' k : ℕ, (-t) ^ k * ((R ^ (k + d)) i j / ((k + d).factorial : ℝ)))
      (𝓝[>] 0)
      (𝓝 (∑' k : ℕ, (0 : ℝ) ^ k * ((R ^ (k + d)) i j / ((k + d).factorial : ℝ)))) := by
    refine tendsto_tsum_of_dominated_convergence (summable_norm_iff.2 hshift) ?_ ?_
    · intro k
      have hc : Continuous fun t : ℝ =>
          (-t) ^ k * ((R ^ (k + d)) i j / ((k + d).factorial : ℝ)) := by fun_prop
      exact (hc.tendsto' 0 _ (by simp only [neg_zero])).mono_left nhdsWithin_le_nhds
    · filter_upwards [Ioo_mem_nhdsGT (zero_lt_one' ℝ)] with t ht k
      rw [norm_mul, norm_pow, norm_neg]
      exact mul_le_of_le_one_left (norm_nonneg _) (pow_le_one₀ (norm_nonneg _)
        (by rw [Real.norm_of_nonneg ht.1.le]; exact ht.2.le))
  have hz : ∑' k : ℕ, (0 : ℝ) ^ k * ((R ^ (k + d)) i j / ((k + d).factorial : ℝ))
      = (R ^ d) i j / (d.factorial : ℝ) := by
    rw [tsum_eq_single 0]
    · simp
    · intro k hk
      simp [hk]
  rw [hz] at hlim
  rw [mul_div_assoc]
  refine (hlim.const_mul ((-1 : ℝ) ^ d)).congr' ?_
  filter_upwards [self_mem_nhdsWithin] with t ht
  have ht0 : t ≠ 0 := (Set.mem_Ioi.1 ht).ne'
  -- the first `d` terms of the exponential series vanish
  have hs := mixing_hasSum R t i j
  have hfirst : ∑ k ∈ Finset.range d, (-t) ^ k * ((R ^ k) i j / (k.factorial : ℝ)) = 0 :=
    Finset.sum_eq_zero fun k hk => by simp [h0 k (Finset.mem_range.1 hk)]
  have hsplit := hs.summable.sum_add_tsum_nat_add d
  rw [hs.tsum_eq, hfirst, zero_add] at hsplit
  rw [eq_div_iff (pow_ne_zero d ht0), ← hsplit, ← tsum_mul_left, ← tsum_mul_right]
  refine tsum_congr fun k => ?_
  have e : (-t) ^ (k + d) = (-t) ^ k * ((-1) ^ d * t ^ d) := by
    rw [pow_add, neg_pow t d]
  rw [e]
  ring
```

## (f) A limit that does not vanish

Under the hypotheses of (c), show that the limit in (e) holds with d = dist(i, j), and that

(−1)ᵈ (Rᵈ)ᵢⱼ / d! ≠ 0.

**Solution.** Part (b) supplies the vanishing powers that (e) asks for. Part (c) gives (Rᵈ)ᵢⱼ > 0, and neither (−1)ᵈ nor 1/d! is zero. The peak therefore starts at order tᵈ exactly. The Lean statement joins the limit and the inequality with `∧`, and the proof cites the same three parts.

```lean
/-- For a symmetric relaxation matrix with nonnegative off-diagonal entries, the peak between
connected spins at distance `d`, divided by `t ^ d`, tends at short mixing time to
`(-1) ^ d (R ^ d) i j / d!`, which is nonzero. -/
theorem relayed_peak_limit {R : Matrix n n ℝ} (hs : R.IsSymm)
    (hR : ∀ i j, i ≠ j → 0 ≤ R i j) {i j : n} {d : ℕ}
    (hij : (network R).Reachable i j) (hd : (network R).dist i j = d) :
    Tendsto (fun t : ℝ => mixing R t i j / t ^ d) (𝓝[>] 0)
      (𝓝 ((-1) ^ d * (R ^ d) i j / (d.factorial : ℝ))) ∧
    (-1) ^ d * (R ^ d) i j / (d.factorial : ℝ) ≠ 0 := by
  refine ⟨mixing_leading_order R fun k hk => pow_eq_zero_of_lt_dist R (hd ▸ hk), ?_⟩
  have hp := pow_dist_pos hs hR hij hd
  exact div_ne_zero (mul_ne_zero (pow_ne_zero d (by norm_num)) hp.ne')
    (Nat.cast_ne_zero.2 d.factorial_ne_zero)
```

## (g) The sign of the peak

Under the same hypotheses, show that for all sufficiently small t > 0

(−1)ᵈ exp(−tR)ᵢⱼ > 0.

**Solution.** Multiply the limit in (f) by (−1)ᵈ. Since (−1)ᵈ(−1)ᵈ = 1,

(−1)ᵈ exp(−tR)ᵢⱼ / tᵈ → (Rᵈ)ᵢⱼ / d! > 0.

Close to a positive limit the quotient is positive, and multiplying by tᵈ > 0 keeps the sign. Direct peaks are thus negative, two-step peaks positive, three-step peaks negative, and so on.

The quantifier `∀ᶠ t in 𝓝[>] (0 : ℝ)` provides some interval of times after zero. It may depend on R, i and j, and its length is not estimated, so an experimental mixing time may lie beyond it. For simulation practice, this gives a sign check on programs that compute build-up curves from a finite, constant, symmetric relaxation matrix with nonnegative cross rates. The mixing time must be short enough for the leading term to dominate, yet long enough for the peak to stand above rounding error.

```lean
/-- For a symmetric relaxation matrix with nonnegative off-diagonal entries, the peak between
connected spins at distance `d` has the sign `(-1) ^ d` at short positive mixing times. -/
theorem relayed_peaks_alternate {R : Matrix n n ℝ} (hs : R.IsSymm)
    (hR : ∀ i j, i ≠ j → 0 ≤ R i j) {i j : n} {d : ℕ}
    (hij : (network R).Reachable i j) (hd : (network R).dist i j = d) :
    ∀ᶠ t in 𝓝[>] (0 : ℝ), 0 < (-1) ^ d * mixing R t i j := by
  have h := (relayed_peak_limit hs hR hij hd).1.const_mul ((-1 : ℝ) ^ d)
  have hsq : (-1 : ℝ) ^ d * (-1) ^ d = 1 := by
    rw [← mul_pow]
    norm_num
  have hl : 0 < (-1 : ℝ) ^ d * ((-1) ^ d * (R ^ d) i j / (d.factorial : ℝ)) := by
    rw [← mul_div_assoc, ← mul_assoc, hsq, one_mul]
    exact div_pos (pow_dist_pos hs hR hij hd) (Nat.cast_pos.2 d.factorial_pos)
  -- close to the positive limit the quotient is positive, and so is `t ^ d`
  filter_upwards [h.eventually (lt_mem_nhds hl), self_mem_nhdsWithin] with t h1 ht
  have htd : 0 < t ^ d := pow_pos (Set.mem_Ioi.1 ht) d
  have h2 := mul_pos h1 htd
  rwa [← mul_div_assoc, div_mul_cancel₀ _ htd.ne'] at h2
```

## (h) A chain of three spins

Number the spins 0, 1, 2. Let σ be the rate between 0 and 1, τ the rate between 1 and 2, and let there be no direct rate between 0 and 2. The diagonal rates are a, b, c. Show that, as t → 0⁺,

exp(−tR)₀₂ / t² → στ/2.

**Solution.** The entries (R⁰)₀₂ and (R¹)₀₂ vanish, and

(R²)₀₂ = a·0 + σ·τ + 0·c = στ.

Part (e) with d = 2 gives the limit. The rates σ and τ may have any sign here. When both are positive, the direct peaks start as −σt and −τt, while the relayed peak starts as +στt²/2.

In the proof, `e` is the entry of R², and `interval_cases k` checks the two lower powers.

```lean
/-- In a three-spin chain with cross-relaxation rates `σ` and `τ` and no direct rate between
the end spins, the end-to-end peak divided by `t ^ 2` tends to `σ τ / 2` at short mixing
time. -/
theorem three_spin_chain (a b c σ τ : ℝ) :
    Tendsto (fun t : ℝ => mixing !![a, σ, 0; σ, b, τ; 0, τ, c] t 0 2 / t ^ 2)
      (𝓝[>] 0) (𝓝 (σ * τ / 2)) := by
  have e : (!![a, σ, 0; σ, b, τ; 0, τ, c] ^ 2 : Matrix (Fin 3) (Fin 3) ℝ) 0 2 = σ * τ := by
    simp [pow_two, Matrix.mul_apply, Fin.sum_univ_succ]
  have h := mixing_leading_order !![a, σ, 0; σ, b, τ; 0, τ, c] (i := 0) (j := 2) (d := 2)
    (by intro k hk; interval_cases k <;> simp)
  rw [e] at h
  convert h using 2
  norm_num [Nat.factorial]

end CrossRelaxationNetwork
```

```lean
#print axioms CrossRelaxationNetwork.relayed_peaks_alternate
#print axioms CrossRelaxationNetwork.three_spin_chain
```

```
'CrossRelaxationNetwork.relayed_peaks_alternate' depends on axioms: [propext, Classical.choice, Quot.sound]
'CrossRelaxationNetwork.three_spin_chain' depends on axioms: [propext, Classical.choice, Quot.sound]
```
